# Hermitian, antisymmetric two-matrices on $r$ spin orbitals have $(r(r-1)/2)^2$ real parameters

For a fixed number $N\ge2$ of electrons with at most pairwise interactions, the energy depends on the state only through its two-particle density matrix. In an orthonormal basis of $r$ spin orbitals, with creation and annihilation operators $a_i^\dagger$ and $a_i$, this matrix is

$$D_{ij,kl}=\langle a_i^\dagger a_j^\dagger a_l a_k\rangle .$$

When a calculation varies $D$ instead of the wavefunction, a basic question is how many independent real numbers the symmetries of $D$ leave. The array has $r^4$ complex entries, so $2r^4$ real ones, but most are tied together by Hermiticity and by the exchange of fermions. For $r=4$ the count falls from 512 to 36.

This is the number of unknowns in a finite complex basis, with no spin or spatial symmetry used, before the trace is fixed or any other condition for $D$ to come from an $N$-electron state is imposed.

## Two symmetries define the space

```lean
import Mathlib

open Matrix

namespace FermionicTwoMatrixDimension

noncomputable section
```

Write $p=(i,j)$ for an ordered pair of orbitals and $\bar p=(j,i)$ for the exchanged pair. The conditions on $D$ are

$$D_{qp}=\overline{D_{pq}},\qquad D_{\bar p q}=-D_{pq},\qquad D_{p\bar q}=-D_{pq}.$$

In Lean, orbitals are elements of `Fin r`, numbered from $0$, and $\bar p$ is `p.swap`. The space of all Hermitian matrices comes first, then `twoMatrices r`, which adds the two sign changes.

```lean
/-- The real vector space of Hermitian complex matrices with index set `n`. -/
def hermitianMatrices (n : Type*) : Submodule ℝ (Matrix n n ℂ) where
  carrier := {H | H.IsHermitian}
  zero_mem' := Matrix.isHermitian_zero
  add_mem' hA hB := Matrix.IsHermitian.add hA hB
  smul_mem' c A hA := by
    have hA' : A.IsHermitian := hA
    show (c • A)ᴴ = c • A
    rw [Matrix.conjTranspose_smul, star_trivial, hA'.eq]

/-- The real vector space of fermionic two-matrices on `r` orbitals: Hermitian matrices on
ordered orbital pairs that change sign when the orbitals of either pair are exchanged. -/
def twoMatrices (r : ℕ) : Submodule ℝ (Matrix (Fin r × Fin r) (Fin r × Fin r) ℂ) where
  carrier := {D | D.IsHermitian ∧ (∀ p q, D p.swap q = -D p q) ∧ ∀ p q, D p q.swap = -D p q}
  zero_mem' := ⟨Matrix.isHermitian_zero, by simp, by simp⟩
  add_mem' {A B} hA hB := ⟨hA.1.add hB.1,
    fun p q => by
      rw [Matrix.add_apply, Matrix.add_apply, hA.2.1 p q, hB.2.1 p q]; ring,
    fun p q => by
      rw [Matrix.add_apply, Matrix.add_apply, hA.2.2 p q, hB.2.2 p q]; ring⟩
  smul_mem' c A hA := ⟨(hermitianMatrices _).smul_mem c hA.1,
    fun p q => by rw [Matrix.smul_apply, Matrix.smul_apply, hA.2.1 p q, smul_neg],
    fun p q => by rw [Matrix.smul_apply, Matrix.smul_apply, hA.2.2 p q, smul_neg]⟩
```

Both are vector spaces over $\mathbb R$. Complex scalars would not do, because the imaginary unit times a nonzero Hermitian matrix is not Hermitian.

The symmetries enter as a definition. For the density matrix of an $N$-electron state, the sign changes follow from the anticommutation relations and Hermiticity from $\langle X^\dagger\rangle=\overline{\langle X\rangle}$; both are taken here from physics. Which members of the space come from such a state is the $N$-representability problem, and the dimension does not settle it.

The independent entries will be labelled by pairs with $i<j$. The code calls such a pair a `Geminal`; in textbooks a geminal is any two-electron function, whereas here it is only the label of one determinant.

```lean
/-- The orbital pairs `i < j`, one for each two-electron Slater determinant. -/
abbrev Geminal (r : ℕ) := {p : Fin r × Fin r // p.1 < p.2}
```

The matrix `slater r`, written $C$ below, has entries $C_{pg}=\delta_{p,g}-\delta_{\bar p,g}$. Its columns are unnormalised: a normalised determinant has amplitudes $\pm1/\sqrt2$ in place of $\pm1$.

```lean
/-- The unnormalised amplitude of the Slater determinant `g` on the ordered pair `p`:
`1` if `p` is `g`, `-1` if `p` is `g` exchanged, and `0` otherwise. -/
def slater (r : ℕ) : Matrix (Fin r × Fin r) (Geminal r) ℂ :=
  Matrix.of fun p g => (if p = g.1 then 1 else 0) - (if p.swap = g.1 then 1 else 0)
```

## Hermiticity leaves $n^2$ real parameters

Hermiticity makes the expectation values of pair observables real. By hand, it is used to count the parameters of an $n\times n$ matrix $H$. Its real part is symmetric and its imaginary part antisymmetric, so the single real matrix $M=\operatorname{Re}H+\operatorname{Im}H$ contains both:

$$\operatorname{Re}H=\tfrac12(M+M^{T}),\qquad \operatorname{Im}H=\tfrac12(M-M^{T}).$$

Conversely, these formulas turn any real $M$ into a Hermitian $H$. The correspondence is linear over $\mathbb R$, so the dimension is $n^2$.

In `hermitianEquivReal`, `toFun` is the sum and `invFun` the pair of formulas. The proof of `left_inv` reads off $\operatorname{Re}H_{qp}=\operatorname{Re}H_{pq}$ and $-\operatorname{Im}H_{qp}=\operatorname{Im}H_{pq}$ from Hermiticity, and `linarith` finishes the algebra.

```lean
/-- A Hermitian matrix is the same thing as an arbitrary real matrix, through
`H ↦ Re H + Im H`. -/
def hermitianEquivReal (n : Type*) : hermitianMatrices n ≃ₗ[ℝ] Matrix n n ℝ where
  toFun H := Matrix.of fun p q => (H.1 p q).re + (H.1 p q).im
  map_add' A B := by
    ext p q
    show (A.1 p q + B.1 p q).re + (A.1 p q + B.1 p q).im
      = ((A.1 p q).re + (A.1 p q).im) + ((B.1 p q).re + (B.1 p q).im)
    simp only [Complex.add_re, Complex.add_im]
    ring
  map_smul' c A := by
    ext p q
    show (c • A.1 p q).re + (c • A.1 p q).im = c * ((A.1 p q).re + (A.1 p q).im)
    simp only [Complex.smul_re, Complex.smul_im, smul_eq_mul]
    ring
  -- the symmetric part is the real part, the antisymmetric part the imaginary part
  invFun M := ⟨Matrix.of fun p q => ⟨(M p q + M q p) / 2, (M p q - M q p) / 2⟩,
    Matrix.IsHermitian.ext fun p q => Complex.ext
      (by show (M q p + M p q) / 2 = (M p q + M q p) / 2; ring)
      (by show -((M q p - M p q) / 2) = (M p q - M q p) / 2; ring)⟩
  left_inv H := by
    have hH : H.1.IsHermitian := H.2
    refine Subtype.ext (Matrix.ext fun p q => ?_)
    have hr : (H.1 q p).re = (H.1 p q).re := by
      have e := congrArg Complex.re (hH.apply p q)
      exact e
    have hi : -(H.1 q p).im = (H.1 p q).im := by
      have e := congrArg Complex.im (hH.apply p q)
      exact e
    refine Complex.ext ?_ ?_
    · show (((H.1 p q).re + (H.1 p q).im) + ((H.1 q p).re + (H.1 q p).im)) / 2 = (H.1 p q).re
      linarith
    · show (((H.1 p q).re + (H.1 p q).im) - ((H.1 q p).re + (H.1 q p).im)) / 2 = (H.1 p q).im
      linarith
  right_inv M := by
    ext p q
    show (M p q + M q p) / 2 + (M p q - M q p) / 2 = M p q
    ring
```

The dimension then passes across the equivalence.

```lean
/-- The Hermitian complex matrices with finite index set `n` form a real vector space whose
dimension is the square of the number of elements of `n`. -/
theorem finrank_hermitian (n : Type*) [Fintype n] :
    Module.finrank ℝ (hermitianMatrices n) = Fintype.card n ^ 2 := by
  rw [(hermitianEquivReal n).finrank_eq, Module.finrank_matrix, Module.finrank_self, mul_one, sq]
```

Without Hermiticity, a matrix antisymmetric in both pairs has an arbitrary complex block on the pairs $i<j$, and the final count doubles.

The entries could also have been modelled as real numbers, which suits a real wavefunction in real orbitals. The block would then be real symmetric, and with $m=r(r-1)/2$ the count would be $m(m+1)/2$ instead of $m^2$.

## Antisymmetry leaves only the pairs $i<j$

The sign change under exchange is the Pauli principle. It first fixes how many labels are needed. For each upper orbital $j$ there are $j$ orbitals below it, so the number of pairs is

$$m=\sum_{j=0}^{r-1}j=\frac{r(r-1)}2 .$$

The equivalence `e` sorts the pairs by upper orbital in the same way. The formula uses natural-number division, which is exact here because $r(r-1)$ is even.

```lean
/-- There are `r(r-1)/2` orbital pairs `i < j` among `r` orbitals. -/
theorem card_geminal (r : ℕ) : Fintype.card (Geminal r) = r * (r - 1) / 2 := by
  -- choose the upper orbital `j`, then one of the `j` orbitals below it
  let e : Geminal r ≃ (Σ j : Fin r, Fin j) :=
    { toFun := fun g => ⟨g.1.2, ⟨g.1.1, g.2⟩⟩
      invFun := fun s => ⟨(⟨s.2, s.2.2.trans s.1.2⟩, s.1), s.2.2⟩
      left_inv := fun _ => rfl
      right_inv := fun _ => rfl }
  rw [Fintype.card_congr e, Fintype.card_sigma]
  simp only [Fintype.card_fin]
  exact (Fin.sum_univ_eq_sum_range (fun i => i) r).trans (Finset.sum_range_id r)
```

For a Hermitian matrix the two exchange conditions are not independent, since the first gives the second:

$$D_{p\bar q}=\overline{D_{\bar q p}}=-\overline{D_{qp}}=-D_{pq}.$$

The rewriting in the next lemma follows this chain.

```lean
/-- For a Hermitian matrix on orbital pairs, antisymmetry in the first pair implies
antisymmetry in the second. -/
theorem antisymm_right_of_left {r : ℕ} {D : Matrix (Fin r × Fin r) (Fin r × Fin r) ℂ}
    (hD : D.IsHermitian) (h : ∀ p q, D p.swap q = -D p q) (p q : Fin r × Fin r) :
    D p q.swap = -D p q := by
  rw [← hD.apply p q.swap, h, star_neg, hD.apply]
```

Hermiticity matters in this step. For $r=2$, put $1$ and $-1$ in rows $(0,1)$ and $(1,0)$ of column $(0,1)$, and zero elsewhere. This matrix is antisymmetric in the first pair but not in the second.

**The block determines the matrix.** Let $f$ be an amplitude with $f_{\bar p}=-f_p$ that vanishes for $i<j$. If $i=j$, then $f_p=-f_p$, so $f_p=0$. If $i>j$, then $f_p=-f_{\bar p}=0$. Lean splits into the same three cases with `lt_trichotomy`.

```lean
/-- An antisymmetric two-electron amplitude that vanishes on all pairs `i < j` vanishes
on every pair. -/
theorem amplitude_eq_zero {r : ℕ} {f : Fin r × Fin r → ℂ} (hf : ∀ p, f p.swap = -f p)
    (h0 : ∀ g : Geminal r, f g.1 = 0) (p : Fin r × Fin r) : f p = 0 := by
  have h2 := hf p
  rcases lt_trichotomy p.1 p.2 with h | h | h
  · exact h0 ⟨p, h⟩
  · -- a doubly occupied orbital: the amplitude equals its own negative
    have hs : p.swap = p := Prod.ext h.symm h
    rw [hs] at h2
    linear_combination h2 / 2
  · have h1 : f p.swap = 0 := h0 ⟨p.swap, h⟩
    linear_combination h2 - h1
```

**Every Hermitian block occurs.** If $p$ and $g$ both have their lower orbital first, then $\bar p\neq g$, so $C_{pg}=\delta_{pg}$. On these rows $C$ is the identity.

```lean
/-- On the pairs `i < j` the Slater amplitudes form the identity matrix. -/
theorem slater_ordered (r : ℕ) :
    (slater r).submatrix (Subtype.val : Geminal r → Fin r × Fin r) id
      = (1 : Matrix (Geminal r) (Geminal r) ℂ) := by
  refine Matrix.ext fun g' g => ?_
  have hne : g'.1.swap ≠ g.1 := by
    intro h
    have hg : g.1.1 < g.1.2 := g.2
    rw [← h] at hg
    exact lt_asymm g'.2 hg
  by_cases h : g' = g
  · subst h
    rw [Matrix.one_apply_eq]
    simp only [Matrix.submatrix_apply, id, slater, Matrix.of_apply, if_neg hne, eq_self,
      if_true, sub_zero]
  · have h' : g'.1 ≠ g.1 := fun e => h (Subtype.ext e)
    rw [Matrix.one_apply_ne h]
    simp only [Matrix.submatrix_apply, id, slater, Matrix.of_apply, if_neg hne, if_neg h',
      sub_zero]
```

Now take any Hermitian $M$ on the pairs $i<j$ and set $D=CMC^\dagger$, that is,

$$D_{pq}=\sum_{g,g'}C_{pg}\,M_{gg'}\,\overline{C_{qg'}} .$$

Then $D^\dagger=CM^\dagger C^\dagger=D$. Since $C_{\bar p g}=-C_{pg}$, $D$ changes sign under exchange in the first pair, and therefore in the second. In `assemble_mem` these facts are `hH`, `hs` and `hA`.

```lean
/-- Every Hermitian matrix `M` on Slater determinants gives a fermionic two-matrix
`C M C*`, where `C` holds the Slater amplitudes. -/
theorem assemble_mem {r : ℕ} {M : Matrix (Geminal r) (Geminal r) ℂ} (hM : M.IsHermitian) :
    slater r * M * (slater r)ᴴ ∈ twoMatrices r := by
  have hH : (slater r * M * (slater r)ᴴ).IsHermitian := by
    show (slater r * M * (slater r)ᴴ)ᴴ = _
    rw [Matrix.conjTranspose_mul, Matrix.conjTranspose_mul, Matrix.conjTranspose_conjTranspose,
      hM.eq, Matrix.mul_assoc]
  have hs : ∀ p g, slater r p.swap g = -slater r p g := fun p g => by
    simp only [slater, Matrix.of_apply, Prod.swap_swap]
    ring
  have hA : ∀ p q, (slater r * M * (slater r)ᴴ) p.swap q = -(slater r * M * (slater r)ᴴ) p q :=
    fun p q => by simp only [Matrix.mul_apply, hs, neg_mul, Finset.sum_neg_distrib]
  exact ⟨hH, hA, antisymm_right_of_left hH hA⟩
```

The map `restrict` keeps the block with $i<j$ on both sides.

```lean
/-- The block of a fermionic two-matrix on the pairs `i < j`. -/
def restrict (r : ℕ) : twoMatrices r →ₗ[ℝ] hermitianMatrices (Geminal r) where
  toFun D := ⟨D.1.submatrix Subtype.val Subtype.val, by
    obtain ⟨h, -, -⟩ := D.2
    exact h.submatrix _⟩
  map_add' _ _ := rfl
  map_smul' _ _ := rfl
```

It is injective: if the block of $D$ is zero, the amplitude argument extends the zeros first in the second pair and then in the first. It is surjective: the block of $CMC^\dagger$ is $1\cdot M\cdot 1=M$. The two halves of the next proof are these two arguments.

```lean
/-- A fermionic two-matrix is determined by its block on the pairs `i < j`, and every
Hermitian matrix occurs as such a block. -/
theorem restrict_bijective (r : ℕ) : Function.Bijective (restrict r) := by
  constructor
  · refine (injective_iff_map_eq_zero _).mpr fun D h => Subtype.ext (Matrix.ext fun p q => ?_)
    obtain ⟨-, hl, hr⟩ := D.2
    have h0 : ∀ g g' : Geminal r, D.1 g.1 g'.1 = 0 := fun g g' => by
      have e : (restrict r D).1 g g' = 0 := by rw [h]; rfl
      exact e
    -- extend the zeros first in the second pair, then in the first
    exact amplitude_eq_zero (f := fun p => D.1 p q) (fun p => hl p q)
      (fun g => amplitude_eq_zero (f := fun q => D.1 g.1 q) (fun q => hr g.1 q) (h0 g) q) p
  · intro M
    refine ⟨⟨_, assemble_mem M.2⟩, Subtype.ext ?_⟩
    show (slater r).submatrix Subtype.val id * M.1 * ((slater r).submatrix Subtype.val id)ᴴ = M.1
    rw [slater_ordered, Matrix.one_mul, Matrix.conjTranspose_one, Matrix.mul_one]
```

A two-matrix therefore has as many real parameters as a Hermitian $m\times m$ matrix, namely $m^2$. The theorem `finrank_twoMatrices` states this for every $r$, including $r=0$ and $r=1$, where the space contains only zero.

```lean
/-- Fermionic two-matrices on `r` orbitals form a real vector space of dimension
`(r(r-1)/2)²`. -/
theorem finrank_twoMatrices (r : ℕ) :
    Module.finrank ℝ (twoMatrices r) = (r * (r - 1) / 2) ^ 2 := by
  rw [(LinearEquiv.ofBijective (restrict r) (restrict_bijective r)).finrank_eq,
    finrank_hermitian, card_geminal]
```

Without antisymmetry, the Hermitian matrices on all $r^2$ ordered pairs have $r^4$ parameters.

A quick count can go wrong by halving $2r^4$ once for Hermiticity and once for each exchange, which gives $r^4/4$. For $r=2$ that is 4, while the correct number is 1. The halving overlooks that entries with a doubly occupied spin orbital vanish altogether. Once they are removed, $2(r(r-1))^2$ real numbers remain, and three halvings, first for the two exchanges and then for Hermiticity, give the correct count.

## Fixing the trace needs at least two orbitals

For $N$ electrons, the density matrix defined above has trace $N(N-1)$, summed over ordered pairs. Prescribing this value should remove one parameter. The functional `pairTrace` takes the real part of the trace, which loses nothing because the trace of a Hermitian matrix is real.

```lean
/-- The real part of the trace of a fermionic two-matrix, as a real linear functional. -/
def pairTrace (r : ℕ) : twoMatrices r →ₗ[ℝ] ℝ where
  toFun D := (Matrix.trace D.1).re
  map_add' A B := by
    show (Matrix.trace (A.1 + B.1)).re = _
    rw [Matrix.trace_add, Complex.add_re]
  map_smul' c A := by
    show (Matrix.trace (c • A.1)).re = c * (Matrix.trace A.1).re
    rw [Matrix.trace_smul, Complex.smul_re, smul_eq_mul]
```

By hand, take $D_0=CC^\dagger$, the case $M=1$. Its trace is

$$\operatorname{Tr}D_0=\sum_{p,g}|C_{pg}|^2=r(r-1),$$

which is positive when $r\ge2$. Multiples of $D_0$ then reach every real trace, so the functional has rank one. By rank-nullity, the traceless two-matrices have dimension $m^2-1$. The two-matrices with any other prescribed trace are a shifted copy of this space and have the same number of free parameters.

The theorem `finrank_traceless` writes the result as a sum, dimension plus one equals $m^2$, which avoids subtraction of natural numbers. The hypothesis `hr` supplies the pair $(0,1)$. Its amplitude is $1$, which makes the sum of squares positive in `hpos`; `hsurj` rescales $D_0$, and rank-nullity closes the proof.

```lean
/-- With at least two orbitals, the fermionic two-matrices whose trace has zero real part
form a space of dimension one less than `(r(r-1)/2)²`. -/
theorem finrank_traceless (r : ℕ) (hr : 2 ≤ r) :
    Module.finrank ℝ (LinearMap.ker (pairTrace r)) + 1 = (r * (r - 1) / 2) ^ 2 := by
  -- the two-matrix `C C*` has positive trace
  have hm : slater r * (slater r)ᴴ ∈ twoMatrices r := by
    have h := assemble_mem (r := r) Matrix.isHermitian_one
    rwa [Matrix.mul_one] at h
  obtain ⟨D, hDe⟩ : ∃ D : twoMatrices r, D.1 = slater r * (slater r)ᴴ := ⟨⟨_, hm⟩, rfl⟩
  obtain ⟨g⟩ : Nonempty (Geminal r) :=
    ⟨⟨(⟨0, by omega⟩, ⟨1, by omega⟩), Fin.mk_lt_mk.mpr Nat.zero_lt_one⟩⟩
  have hg : slater r g.1 g = 1 := by
    have e : (slater r).submatrix Subtype.val id g g = 1 := by
      rw [slater_ordered, Matrix.one_apply_eq]
    exact e
  have hD : pairTrace r D = ∑ p, ∑ g, Complex.normSq (slater r p g) := by
    show (Matrix.trace D.1).re = _
    rw [hDe]
    simp only [Matrix.trace, Matrix.diag_apply, Matrix.mul_apply,
      Matrix.conjTranspose_apply, Complex.re_sum, Complex.star_def, Complex.mul_conj,
      Complex.ofReal_re]
  have hpos : 0 < pairTrace r D := by
    rw [hD]
    refine Finset.sum_pos' (fun p _ => Finset.sum_nonneg fun g _ => Complex.normSq_nonneg _)
      ⟨g.1, Finset.mem_univ _, Finset.sum_pos' (fun g _ => Complex.normSq_nonneg _)
        ⟨g, Finset.mem_univ _, ?_⟩⟩
    show 0 < Complex.normSq (slater r g.1 g)
    rw [hg, Complex.normSq_one]
    exact one_pos
  have hsurj : Function.Surjective (pairTrace r) := fun y =>
    ⟨(y / pairTrace r D) • D, by rw [map_smul, smul_eq_mul, div_mul_cancel₀ _ hpos.ne']⟩
  -- rank-nullity for the trace functional
  have h := LinearMap.finrank_range_add_finrank_ker (pairTrace r)
  rw [LinearMap.range_eq_top.mpr hsurj, finrank_top, Module.finrank_self,
    finrank_twoMatrices] at h
  rw [add_comm]
  exact h

end

end FermionicTwoMatrixDimension
```

```lean
#print axioms FermionicTwoMatrixDimension.finrank_twoMatrices
#print axioms FermionicTwoMatrixDimension.finrank_traceless
```

```
'FermionicTwoMatrixDimension.finrank_twoMatrices' depends on axioms: [propext, Classical.choice, Quot.sound]
'FermionicTwoMatrixDimension.finrank_traceless' depends on axioms: [propext, Classical.choice, Quot.sound]
```

With zero or one orbital there is no pair to occupy. The space and its traceless part are both zero, there is no parameter to remove, and the equation would read $0+1=0$. At $r=2$ the single parameter is the trace itself, and fixing it fixes the matrix.
